# The massive scalar function of the 1+1 Feynman propagator is positive and decays exponentially at spacelike separation

Take two events at equal times, one reduced Compton wavelength apart. In units with $\hbar=c=1$, mass times distance is then 1, and up to a constant factor the scalar function underlying the propagator in one space dimension is

$$K(1)=\int_0^\infty e^{-\cosh t}\,dt .$$

The integrand is positive, so $K(1)>0$. Since $\cosh t\ge 1+t^2/2$, it also lies below $e^{-1}e^{-t^2/2}$, and therefore

$$0<K(1)\le e^{-1}\int_0^\infty e^{-t^2/2}\,dt=e^{-1}\sqrt{\pi/2}\approx 0.461 .$$

The constant term of $\cosh t$ gives the exponential factor, and the quadratic term gives a Gaussian that can be integrated exactly. The same two terms work for every positive argument.

```lean
import Mathlib

open MeasureTheory Set Filter
open scoped Real Topology

namespace SpacelikePropagator

noncomputable section
```

## The integral and the propagator

For $x>0$ define

$$K(x)=\int_0^\infty e^{-x\cosh t}\,dt .$$

Here $x$ is a dimensionless positive number and $t$ is only an integration variable. In Lean the integral is taken over `Ioi (0 : ℝ)`, the open half line.

```lean
/-- The integral `K(x) = ∫₀^∞ exp(-x cosh t) dt`, for `x > 0`. -/
def K (x : ℝ) : ℝ := ∫ t in Ioi (0 : ℝ), Real.exp (-x * Real.cosh t)
```

For the propagator, $t$ and $x$ are instead the time and space separations of two events, and $m>0$ is the mass. When $|t|<|x|$ the invariant distance is $r=\sqrt{x^2-t^2}$, and the scalar function is

$$G_m(t,x)=\frac{K(mr)}{2\pi},$$

with convention-dependent phases removed. This formula enters as a definition; it is not derived here from the momentum integral or from the Klein–Gordon equation. `scalarPropagator` accepts all real arguments, but it has its physical meaning only for positive mass and spacelike separation: inside the light cone Lean's square root of a negative number is zero, and the value returned there is not the propagator.

```lean
/-- The scalar function underlying the 1+1 Feynman propagator of mass `m > 0`, without phase
conventions, at time separation `t` and space separation `x` with `|t| < |x|`. -/
def scalarPropagator (m t x : ℝ) : ℝ := K (m * √(x ^ 2 - t ^ 2)) / (2 * π)
```

## A Gaussian above the integrand

The half-angle formula gives

$$\cosh t=\cosh^2\tfrac t2+\sinh^2\tfrac t2=1+2\sinh^2\tfrac t2 .$$

For $t\ge0$ we have $\sinh(t/2)\ge t/2\ge 0$, and squaring yields $\cosh t\ge 1+t^2/2$. In the proof `h1` is the bound on the hyperbolic sine, `h2` and `h3` are the two identities, and `nlinarith` does the squaring and combines them.

```lean
/-- For `t ≥ 0`, `cosh t` is at least its second-order expansion `1 + t²/2`. -/
theorem one_add_half_sq_le_cosh {t : ℝ} (ht : 0 ≤ t) : 1 + t ^ 2 / 2 ≤ Real.cosh t := by
  have h1 : t / 2 ≤ Real.sinh (t / 2) := Real.self_le_sinh_iff.2 (by linarith)
  have h2 := Real.cosh_two_mul (t / 2)
  have h3 := Real.cosh_sq (t / 2)
  rw [show 2 * (t / 2) = t by ring] at h2
  nlinarith
```

Multiplying by $-x<0$ reverses the inequality, and the exponential preserves order:

$$e^{-x\cosh t}\le e^{-x}\,e^{-xt^2/2}\qquad(x>0,\ t\ge0).$$

The proof merges the two exponentials on the right and compares exponents.

```lean
/-- The integrand of `K` is at most `exp(-x)` times a Gaussian. -/
theorem integrand_le_gaussian {x t : ℝ} (hx : 0 < x) (ht : 0 ≤ t) :
    Real.exp (-x * Real.cosh t) ≤ Real.exp (-x) * Real.exp (-(x / 2) * t ^ 2) := by
  rw [← Real.exp_add]
  apply Real.exp_le_exp.2
  have h := mul_le_mul_of_nonneg_left (one_add_half_sq_le_cosh ht) hx.le
  linarith
```

The right-hand side is integrable over the half line. The integrand of $K$ is continuous, positive and smaller, so its integral converges too. This is the comparison test, supplied by `Integrable.mono'`; its two remaining goals are measurability, which follows from continuity, and the pointwise bound just shown.

```lean
/-- The integral defining `K(x)` converges for every `x > 0`. -/
theorem integrableOn_K {x : ℝ} (hx : 0 < x) :
    IntegrableOn (fun t : ℝ => Real.exp (-x * Real.cosh t)) (Ioi 0) := by
  have hg : IntegrableOn (fun t : ℝ => Real.exp (-x) * Real.exp (-(x / 2) * t ^ 2)) (Ioi 0) :=
    ((integrable_exp_neg_mul_sq (half_pos hx)).const_mul (Real.exp (-x))).integrableOn
  refine Integrable.mono' hg ?_ ?_
  · exact (Real.continuous_exp.comp
      (continuous_const.mul Real.continuous_cosh)).aestronglyMeasurable
  · filter_upwards [ae_restrict_mem measurableSet_Ioi] with t ht
    rw [Real.norm_eq_abs, abs_of_pos (Real.exp_pos _)]
    exact integrand_le_gaussian hx (le_of_lt ht)
```

## The two-sided bound

Integrating the pointwise inequality, and using $\int_0^\infty e^{-bt^2}dt=\tfrac12\sqrt{\pi/b}$ with $b=x/2$, gives

$$K(x)\le e^{-x}\cdot\frac12\sqrt{\frac{2\pi}{x}}=\sqrt{\frac{\pi}{2x}}\;e^{-x}.$$

The lower bound $K(x)>0$ holds because a convergent integral of a strictly positive function over a set of nonzero measure is positive. `K_bounds` states both inequalities for every $x>0$. In its proof `integral_exp_pos` handles positivity, `setIntegral_mono_on` integrates the comparison, and `hs` simplifies the square root.

The upper bound holds for small $x$ as well, but there it is large. It expresses exponential smallness only once $x$ is well above 1.

```lean
/-- For `x > 0` the function `K` is strictly positive and at most `√(π/(2x)) exp(-x)`. -/
theorem K_bounds {x : ℝ} (hx : 0 < x) :
    0 < K x ∧ K x ≤ √(π / (2 * x)) * Real.exp (-x) := by
  constructor
  · have : NeZero (volume.restrict (Ioi (0 : ℝ))) :=
      ⟨by simp [Measure.restrict_eq_zero]⟩
    exact integral_exp_pos (integrableOn_K hx)
  · have hg : IntegrableOn
        (fun t : ℝ => Real.exp (-x) * Real.exp (-(x / 2) * t ^ 2)) (Ioi 0) :=
      ((integrable_exp_neg_mul_sq (half_pos hx)).const_mul (Real.exp (-x))).integrableOn
    have h := setIntegral_mono_on (integrableOn_K hx) hg measurableSet_Ioi
      (fun t ht => integrand_le_gaussian hx (le_of_lt ht))
    -- the Gaussian integral over the half line
    have hs : √(π / (x / 2)) = 2 * √(π / (2 * x)) := by
      rw [show π / (x / 2) = 2 ^ 2 * (π / (2 * x)) by ring,
        Real.sqrt_mul (by norm_num), Real.sqrt_sq (by norm_num)]
    rw [integral_const_mul, integral_gaussian_Ioi, hs] at h
    unfold K
    linarith
```

A related estimate compares two arguments. For $x>0$ and $a\ge0$, the inequality $\cosh t\ge1$ gives

$$e^{-(x+a)\cosh t}=e^{-a\cosh t}\,e^{-x\cosh t}\le e^{-a}\,e^{-x\cosh t},$$

and integration yields $K(x+a)\le e^{-a}K(x)$. With $x=mr$, increasing the invariant distance by $d\ge0$ corresponds to $a=md$, so the scalar function falls by at least the factor $e^{-md}$. The proof moves the constant $e^{-a}$ inside the integral and compares the integrands.

```lean
/-- Raising the argument of `K` by `a ≥ 0` suppresses it at least by the factor `exp(-a)`. -/
theorem K_add_le {x a : ℝ} (hx : 0 < x) (ha : 0 ≤ a) :
    K (x + a) ≤ Real.exp (-a) * K x := by
  unfold K
  rw [← integral_const_mul]
  refine setIntegral_mono_on (integrableOn_K (by linarith))
    ((integrableOn_K hx).const_mul _) measurableSet_Ioi (fun t _ => ?_)
  rw [← Real.exp_add]
  apply Real.exp_le_exp.2
  have h := mul_le_mul_of_nonneg_left (Real.one_le_cosh t) ha
  linarith
```

## The prefactor at large argument

To see how much the upper bound gives away, remove its $x$-dependence by multiplying $K(x)$ by $\sqrt x\,e^x$. The dominant region of the integral has width of order $1/\sqrt x$, which suggests the variable $s=\sqrt x\,t$. With $dt=ds/\sqrt x$,

$$\sqrt x\,e^xK(x)=\sqrt x\int_0^\infty e^{-x(\cosh t-1)}dt=\int_0^\infty e^{-x(\cosh(s/\sqrt x)-1)}ds .$$

Lean's `integral_comp_mul_left_Ioi` performs the change of variable, and the rest of the proof absorbs $e^x$ into the integrand.

```lean
/-- In the rescaled variable `s = √x t`, the function `√x exp(x) K(x)` is an integral with
exponent `-x (cosh(s/√x) - 1)`. -/
theorem K_rescaled {x : ℝ} (hx : 0 < x) :
    √x * Real.exp x * K x =
      ∫ s in Ioi (0 : ℝ), Real.exp (-(x * (Real.cosh ((√x)⁻¹ * s) - 1))) := by
  have h := integral_comp_mul_left_Ioi
    (fun t : ℝ => Real.exp (-(x * (Real.cosh t - 1)))) 0 (inv_pos.2 (Real.sqrt_pos.2 hx))
  simp only [mul_zero, inv_inv, smul_eq_mul] at h
  rw [h, mul_assoc]
  unfold K
  rw [← integral_const_mul]
  congr 1
  refine setIntegral_congr_fun measurableSet_Ioi (fun t _ => ?_)
  show Real.exp x * Real.exp (-x * Real.cosh t) = Real.exp (-(x * (Real.cosh t - 1)))
  rw [← Real.exp_add]
  congr 1
  ring
```

Without its minus sign, the new exponent should approach $s^2/2$, and two inequalities enclose it. Put $y=s^2/(2x)$. The lower bound on the hyperbolic cosine gives

$$x\bigl(\cosh(s/\sqrt x)-1\bigr)\ge xy=\frac{s^2}{2}.$$

For the other side, $\cosh u\le e^{u^2/2}$ with $u=s/\sqrt x$ gives $\cosh(s/\sqrt x)\le e^y$. Multiplying $1-y\le e^{-y}$ by $e^y$ gives $e^y-1\le y\,e^y$. Hence

$$\frac{s^2}{2}\le x\bigl(\cosh(s/\sqrt x)-1\bigr)\le\frac{s^2}{2}\,e^{s^2/(2x)} .$$

The `generalize` step in the proof introduces this same $y$, after which both inequalities are short.

```lean
/-- For `x > 0` and `s ≥ 0`, `x (cosh(s/√x) - 1)` lies between `s²/2` and `(s²/2) exp(s²/(2x))`. -/
theorem exponent_bounds {x s : ℝ} (hx : 0 < x) (hs : 0 ≤ s) :
    s ^ 2 / 2 ≤ x * (Real.cosh ((√x)⁻¹ * s) - 1) ∧
      x * (Real.cosh ((√x)⁻¹ * s) - 1) ≤ s ^ 2 / 2 * Real.exp (s ^ 2 / 2 / x) := by
  have hu : ((√x)⁻¹ * s) ^ 2 / 2 = s ^ 2 / 2 / x := by
    rw [mul_pow, inv_pow, Real.sq_sqrt hx.le]
    ring
  have hy : x * (s ^ 2 / 2 / x) = s ^ 2 / 2 := mul_div_cancel₀ _ hx.ne'
  have hlow := one_add_half_sq_le_cosh
    (mul_nonneg (inv_nonneg.2 (Real.sqrt_nonneg x)) hs)
  have hup := Real.cosh_le_exp_half_sq ((√x)⁻¹ * s)
  rw [hu] at hlow hup
  generalize s ^ 2 / 2 / x = y at *
  rw [← hy]
  constructor
  · exact mul_le_mul_of_nonneg_left (by linarith) hx.le
  · -- `exp y - 1 ≤ y exp y` follows from `1 - y ≤ exp(-y)`
    have h1 := mul_le_mul_of_nonneg_right (Real.add_one_le_exp (-y)) (Real.exp_pos y).le
    rw [← Real.exp_add, neg_add_cancel, Real.exp_zero] at h1
    rw [mul_assoc]
    exact mul_le_mul_of_nonneg_left (by linarith) hx.le
```

For fixed $s$ the right-hand factor $e^{s^2/(2x)}$ tends to 1 as $x\to\infty$, so $x(\cosh(s/\sqrt x)-1)$ tends to $s^2/2$. The lower inequality also shows that the integrand never exceeds $e^{-s^2/2}$, which is integrable and independent of $x$. Dominated convergence therefore allows the limit to be taken inside the integral:

$$\lim_{x\to\infty}\sqrt x\,e^xK(x)=\int_0^\infty e^{-s^2/2}ds=\sqrt{\frac\pi2}.$$

The upper bound multiplied by $\sqrt x\,e^x$ equals this same constant, so the ratio of $K(x)$ to its bound tends to 1.

In the proof, `hval` evaluates the Gaussian and `hlim` is the dominated-convergence argument. Its four goals are measurability, the Gaussian bound, integrability of that bound, and pointwise convergence by squeezing. The last lines return to $K$ through the rescaled formula, which is proved for $x>0$ and hence holds eventually along `atTop`.

```lean
/-- The function `√x exp(x) K(x)` tends to `√(π/2)` as `x` tends to infinity. -/
theorem K_asymptotic :
    Tendsto (fun x : ℝ => √x * Real.exp x * K x) atTop (𝓝 √(π / 2)) := by
  have hval : ∫ s in Ioi (0 : ℝ), Real.exp (-(1 / 2) * s ^ 2) = √(π / 2) := by
    rw [integral_gaussian_Ioi, show π / (1 / 2) = 2 ^ 2 * (π / 2) by ring,
      Real.sqrt_mul (by norm_num), Real.sqrt_sq (by norm_num)]
    ring
  rw [← hval]
  have hlim : Tendsto (fun x : ℝ => ∫ s in Ioi (0 : ℝ),
      Real.exp (-(x * (Real.cosh ((√x)⁻¹ * s) - 1)))) atTop
      (𝓝 (∫ s in Ioi (0 : ℝ), Real.exp (-(1 / 2) * s ^ 2))) := by
    refine tendsto_integral_filter_of_dominated_convergence
      (fun s : ℝ => Real.exp (-(1 / 2) * s ^ 2)) ?_ ?_ ?_ ?_
    · refine Eventually.of_forall (fun x => Continuous.aestronglyMeasurable ?_)
      exact Real.continuous_exp.comp (continuous_const.mul ((Real.continuous_cosh.comp
        (continuous_const.mul continuous_id)).sub continuous_const)).neg
    · filter_upwards [eventually_gt_atTop (0 : ℝ)] with x hx
      filter_upwards [ae_restrict_mem measurableSet_Ioi] with s hs
      rw [Real.norm_eq_abs, abs_of_pos (Real.exp_pos _)]
      apply Real.exp_le_exp.2
      linarith [(exponent_bounds hx (le_of_lt hs)).1]
    · exact (integrable_exp_neg_mul_sq (by norm_num : (0 : ℝ) < 1 / 2)).integrableOn
    · filter_upwards [ae_restrict_mem measurableSet_Ioi] with s hs
      have h0 : Tendsto (fun x : ℝ => s ^ 2 / 2 / x) atTop (𝓝 0) :=
        tendsto_const_nhds.div_atTop tendsto_id
      have h1 := ((Real.continuous_exp.tendsto 0).comp h0).const_mul (s ^ 2 / 2)
      rw [Real.exp_zero, mul_one] at h1
      -- squeeze the exponent without its minus sign
      have h2 : Tendsto (fun x : ℝ => x * (Real.cosh ((√x)⁻¹ * s) - 1)) atTop
          (𝓝 (s ^ 2 / 2)) := by
        refine tendsto_of_tendsto_of_tendsto_of_le_of_le' tendsto_const_nhds h1 ?_ ?_
        · filter_upwards [eventually_gt_atTop (0 : ℝ)] with x hx
          exact (exponent_bounds hx (le_of_lt hs)).1
        · filter_upwards [eventually_gt_atTop (0 : ℝ)] with x hx
          exact (exponent_bounds hx (le_of_lt hs)).2
      rw [show -(1 / 2) * s ^ 2 = -(s ^ 2 / 2) by ring]
      exact (Real.continuous_exp.tendsto _).comp h2.neg
  refine hlim.congr' ?_
  filter_upwards [eventually_gt_atTop (0 : ℝ)] with x hx
  exact (K_rescaled hx).symm
```

## Outside the light cone

Now let $t$ and $x$ again be the separations of two events. The condition $|t|<|x|$ gives $x^2-t^2>0$, so $mr>0$ when $m>0$. Inserting $mr$ into the two-sided bound and dividing by $2\pi$ gives

$$0<G_m(t,x)\le\frac{1}{2\pi}\sqrt{\frac{\pi}{2mr}}\;e^{-mr},\qquad r=\sqrt{x^2-t^2}.$$

For a free relativistic particle of positive mass in one space dimension, the scalar function therefore extends beyond the light cone and decays with the invariant distance $r$ over a length set by the reduced Compton wavelength $1/m$. For $t\ne0$ this $r$ is larger than the spatial distance $|x|-|t|$ from the light cone.

The hypotheses `hm` and `hsp` are positive mass and spacelike separation. They leave out the massless case, the light cone itself and timelike separations. The statement concerns the scalar function alone: the Dirac propagator is a matrix obtained from it by a first-order differential operator, which brings in derivatives that these inequalities do not control. In the proof `hr` establishes $mr>0$, and the last line divides the two bounds by $2\pi$.

```lean
/-- At spacelike separation the scalar function of the 1+1 Feynman propagator is strictly positive
and at most `√(π/(2mr)) exp(-mr) / (2π)`, where `m > 0` and `r = √(x² - t²)`. -/
theorem scalarPropagator_bounds {m t x : ℝ} (hm : 0 < m) (hsp : |t| < |x|) :
    0 < scalarPropagator m t x ∧
      scalarPropagator m t x ≤ √(π / (2 * (m * √(x ^ 2 - t ^ 2)))) *
        Real.exp (-(m * √(x ^ 2 - t ^ 2))) / (2 * π) := by
  have hr : 0 < m * √(x ^ 2 - t ^ 2) :=
    mul_pos hm (Real.sqrt_pos.2 (sub_pos.2 (sq_lt_sq.2 hsp)))
  have hpi : 0 < 2 * π := by positivity
  exact ⟨div_pos (K_bounds hr).1 hpi, div_le_div_of_nonneg_right (K_bounds hr).2 hpi.le⟩

end

end SpacelikePropagator
```

```lean
#print axioms SpacelikePropagator.K_add_le
#print axioms SpacelikePropagator.K_asymptotic
#print axioms SpacelikePropagator.scalarPropagator_bounds
```

```
'SpacelikePropagator.K_add_le' depends on axioms: [propext, Classical.choice, Quot.sound]
'SpacelikePropagator.K_asymptotic' depends on axioms: [propext, Classical.choice, Quot.sound]
'SpacelikePropagator.scalarPropagator_bounds' depends on axioms: [propext, Classical.choice, Quot.sound]
```
